# For a nonzero gradient, the level-shifted Newton step shortens strictly and tends to zero as the shift grows past the point where the shifted Hessian becomes positive definite

In a trust-region geometry or orbital optimisation, a Newton step that is too long can be replaced by a level-shifted one, in which a shift \(l\) is added to every diagonal element of the Hessian and adjusted until the step length equals the trust radius \(\Delta\). This one-parameter search has exactly one solution above \(-b\), where \(b\) is the lowest Hessian eigenvalue, provided that the gradient overlaps a lowest eigenvector. The result concerns a single quadratic model with a fixed Hessian and finitely many real parameters; it doesn't address convergence of the optimisation.

## Hessian, gradient and step

The finite index type `n` labels the parameters, and vectors are functions `n → ℝ`.

```lean
import Mathlib

open Matrix Filter Topology

namespace LevelShiftedStep

noncomputable section

variable {n : Type*} [Fintype n]
```

Lengths are Euclidean, \(\|x\|=\sqrt{x\cdot x}\), in the chosen coordinates.

```lean
/-- Euclidean length of a real vector. -/
def euclidNorm (x : n → ℝ) : ℝ := Real.sqrt (x ⬝ᵥ x)
```

A number \(b\) is the lowest eigenvalue of \(B\) if it has a nonzero eigenvector and every real eigenvalue \(\mu\) satisfies \(b\le\mu\). The first condition also rules out an empty parameter set.

```lean
/-- `b` is the lowest eigenvalue of `B`: it has an eigenvector, and no eigenvalue of `B`
lies below it. -/
def IsLowestEigenvalue (B : Matrix n n ℝ) (b : ℝ) : Prop :=
  (∃ v : n → ℝ, v ≠ 0 ∧ B *ᵥ v = b • v) ∧
    ∀ (μ : ℝ) (v : n → ℝ), v ≠ 0 → B *ᵥ v = μ • v → b ≤ μ
```

The Cauchy–Schwarz inequality, \(|x\cdot y|\le\|x\|\,\|y\|\), serves for both the upper and the lower bound on the step.

```lean
/-- Cauchy-Schwarz inequality for the dot product and the Euclidean length. -/
theorem abs_dot_le (x y : n → ℝ) : |x ⬝ᵥ y| ≤ euclidNorm x * euclidNorm y := by
  have h : (x ⬝ᵥ y) ^ 2 ≤ (x ⬝ᵥ x) * (y ⬝ᵥ y) := by
    have := Finset.sum_mul_sq_le_sq_mul_sq Finset.univ x y
    simpa only [dotProduct, sq] using this
  have hx : 0 ≤ x ⬝ᵥ x := Finset.sum_nonneg fun i _ => mul_self_nonneg (x i)
  unfold euclidNorm
  rw [← Real.sqrt_mul hx]
  exact Real.abs_le_sqrt h
```

The shift adds \(l\) to every diagonal element of the Hessian, giving \(B+l\mathbf 1\), written \(B+l\) below.

```lean
variable [DecidableEq n]

/-- The level-shifted Hessian `B + l·1`. -/
def shifted (B : Matrix n n ℝ) (l : ℝ) : Matrix n n ℝ := B + l • (1 : Matrix n n ℝ)
```

For gradient \(g\), the step is \(s(l)=-(B+l)^{-1}g\). Lean's matrix inverse is defined even for singular matrices, so invertibility has to be proved where it is used.

```lean
/-- The level-shifted Newton step `-(B + l)⁻¹ g` for Hessian `B` and gradient `g`. -/
def step (B : Matrix n n ℝ) (g : n → ℝ) (l : ℝ) : n → ℝ := -((shifted B l)⁻¹ *ᵥ g)
```

The quantity of interest is \(\|s(l)\|\), in which the minus sign plays no part.

```lean
/-- The Euclidean length of the level-shifted step. -/
def stepLength (B : Matrix n n ℝ) (g : n → ℝ) (l : ℝ) : ℝ := euclidNorm (step B g l)
```

## Positivity above \(-b\)

On a vector, the shifted Hessian acts as \((B+l)x=Bx+lx\).

```lean
/-- The shifted Hessian acts as `x ↦ B x + l x`. -/
theorem shifted_mulVec (B : Matrix n n ℝ) (l : ℝ) (x : n → ℝ) :
    shifted B l *ᵥ x = B *ᵥ x + l • x := by
  unfold shifted
  rw [Matrix.add_mulVec, Matrix.smul_mulVec, Matrix.one_mulVec]
```

Let \(C=B-b\). If \(Cv=\mu v\) with \(v\ne0\), then \(Bv=(\mu+b)v\), so \(b\le\mu+b\) and \(\mu\ge0\). Expanding \(x\) in orthonormal eigenvectors of \(C\), with coefficients \(c_i\), gives \(x\cdot Cx=\sum_i\mu_ic_i^2\ge0\). Adding \((b+l)\,x\cdot x\) yields
\[(b+l)\,x\cdot x\le x\cdot(B+l)x.\]

The proof turns on Mathlib's `posSemidef_iff_eigenvalues_nonneg`, which packages this expansion: a Hermitian matrix is positive semidefinite exactly when its listed eigenvalues are nonnegative. Each listed eigenvalue comes with a member of `eigenvectorBasis`, which is nonzero by orthonormality. The hypothesis on arbitrary eigenpairs therefore applies to it.

```lean
/-- For symmetric `B` with lowest eigenvalue `b`, the quadratic form of `B + l` is bounded
below by `(b + l) x·x`. -/
theorem shifted_rayleigh_bound {B : Matrix n n ℝ} {b : ℝ} (hB : B.IsSymm)
    (hb : IsLowestEigenvalue B b) (l : ℝ) (x : n → ℝ) :
    (b + l) * (x ⬝ᵥ x) ≤ x ⬝ᵥ (shifted B l *ᵥ x) := by
  have hC : (shifted B (-b)).IsHermitian := by
    show (B + (-b) • (1 : Matrix n n ℝ))ᴴ = B + (-b) • (1 : Matrix n n ℝ)
    rw [conjTranspose_eq_transpose_of_trivial, transpose_add, transpose_smul, transpose_one,
      hB.eq]
  -- every eigenvalue of `B - b` is nonnegative, so `B - b` is positive semidefinite
  have hpsd : (shifted B (-b)).PosSemidef := by
    refine hC.posSemidef_iff_eigenvalues_nonneg.mpr fun i => ?_
    obtain ⟨v, hv0, hv⟩ :
        ∃ v : n → ℝ, v ≠ 0 ∧ shifted B (-b) *ᵥ v = hC.eigenvalues i • v := by
      refine ⟨_, ?_, hC.mulVec_eigenvectorBasis i⟩
      intro h
      refine hC.eigenvectorBasis.orthonormal.ne_zero i ?_
      ext k
      exact congrFun h k
    rw [shifted_mulVec] at hv
    have h2 : B *ᵥ v = (hC.eigenvalues i + b) • v := by
      linear_combination (norm := module) hv
    have h3 := hb.2 _ v hv0 h2
    show (0 : ℝ) ≤ hC.eigenvalues i
    linarith
  have h : 0 ≤ x ⬝ᵥ (shifted B (-b) *ᵥ x) := by
    simpa using hpsd.dotProduct_mulVec_nonneg x
  simp only [shifted_mulVec, dotProduct_add, dotProduct_smul, smul_eq_mul] at h ⊢
  linarith
```

If \(B+l\) were singular, some \(v\ne0\) would satisfy \((B+l)v=0\). The bound would then give \((b+l)\,v\cdot v\le0\), which is impossible for \(l>-b\).

```lean
/-- For symmetric `B` with lowest eigenvalue `b` and `l > -b`, the shifted Hessian is nonsingular. -/
theorem shifted_det_ne_zero {B : Matrix n n ℝ} {b : ℝ} (hB : B.IsSymm)
    (hb : IsLowestEigenvalue B b) {l : ℝ} (hl : -b < l) : (shifted B l).det ≠ 0 := by
  intro h
  obtain ⟨v, hv0, hv⟩ := Matrix.exists_mulVec_eq_zero_iff.mpr h
  have h1 := shifted_rayleigh_bound hB hb l v
  rw [hv, dotProduct_zero] at h1
  have h2 : 0 ≤ v ⬝ᵥ v := Finset.sum_nonneg fun i _ => mul_self_nonneg (v i)
  have hpos : 0 < v ⬝ᵥ v :=
    lt_of_le_of_ne h2 fun h0 => hv0 (dotProduct_self_eq_zero.mp h0.symm)
  have h3 := mul_pos (by linarith : 0 < b + l) hpos
  linarith
```

The inverse is therefore a true one, and \((B+l)s(l)=-g\).

```lean
/-- For symmetric `B` with lowest eigenvalue `b` and `l > -b`, the step solves the level-shifted Newton equation `(B + l) s = -g`. -/
theorem shifted_mulVec_step {B : Matrix n n ℝ} {b : ℝ} (hB : B.IsSymm)
    (hb : IsLowestEigenvalue B b) (g : n → ℝ) {l : ℝ} (hl : -b < l) :
    shifted B l *ᵥ step B g l = -g := by
  have hdet := shifted_det_ne_zero hB hb hl
  unfold step
  rw [Matrix.mulVec_neg, Matrix.mulVec_mulVec,
    Matrix.mul_nonsing_inv _ (isUnit_iff_ne_zero.mpr hdet), Matrix.one_mulVec]
```

## A larger shift gives a shorter step

Take \(-b<l_1<l_2\), and write \(q=s(l_2)\) and \(s(l_1)=q+w\). Subtracting the two Newton equations gives
\[(B+l_1)w=(l_2-l_1)q.\]
If \(w=0\), then \(q=0\) and hence \(g=0\), contrary to assumption. So
\[(l_2-l_1)\,w\cdot q=w\cdot(B+l_1)w\ge(b+l_1)\,w\cdot w>0,\]
and \(\|q+w\|^2=\|q\|^2+2w\cdot q+\|w\|^2>\|q\|^2\).

In Lean, `generalize` replaces the steps by plain vectors that keep only their Newton equations, and `linear_combination` does the subtraction. No derivative is needed.

```lean
/-- For symmetric `B` with lowest eigenvalue `b`, nonzero gradient and `-b < l₁ < l₂`, the step at the larger shift is strictly
shorter. -/
theorem stepLength_lt {B : Matrix n n ℝ} {b : ℝ} (hB : B.IsSymm)
    (hb : IsLowestEigenvalue B b) {g : n → ℝ} (hg : g ≠ 0) {l₁ l₂ : ℝ}
    (h1 : -b < l₁) (h12 : l₁ < l₂) : stepLength B g l₂ < stepLength B g l₁ := by
  have hp := shifted_mulVec_step hB hb g h1
  have hq := shifted_mulVec_step hB hb g (h1.trans h12)
  unfold stepLength euclidNorm
  generalize step B g l₁ = p at hp ⊢
  generalize step B g l₂ = q at hq ⊢
  obtain ⟨w, rfl⟩ : ∃ w, p = q + w := ⟨p - q, by abel⟩
  -- the difference `w` of the two steps solves `(B + l₁) w = (l₂ - l₁) q`
  have hAw : shifted B l₁ *ᵥ w = (l₂ - l₁) • q := by
    rw [Matrix.mulVec_add] at hp
    simp only [shifted_mulVec] at hp hq ⊢
    linear_combination (norm := module) hp - hq
  have hw0 : w ≠ 0 := by
    intro h
    rw [h, Matrix.mulVec_zero] at hAw
    have hq0 : q = 0 := (smul_eq_zero.mp hAw.symm).resolve_left (sub_pos.mpr h12).ne'
    rw [hq0, Matrix.mulVec_zero] at hq
    exact hg (neg_eq_zero.mp hq.symm)
  have hw1 : 0 ≤ w ⬝ᵥ w := Finset.sum_nonneg fun i _ => mul_self_nonneg (w i)
  have hww : 0 < w ⬝ᵥ w :=
    lt_of_le_of_ne hw1 fun h0 => hw0 (dotProduct_self_eq_zero.mp h0.symm)
  have hqq : 0 ≤ q ⬝ᵥ q := Finset.sum_nonneg fun i _ => mul_self_nonneg (q i)
  -- positivity of `B + l₁` makes the cross term `w·q` positive
  have hr := shifted_rayleigh_bound hB hb l₁ w
  rw [hAw, dotProduct_smul, smul_eq_mul] at hr
  have hwq : 0 < w ⬝ᵥ q := by
    by_contra hneg
    have h3 := mul_pos (by linarith : 0 < b + l₁) hww
    have h4 := mul_nonneg (sub_pos.mpr h12).le (neg_nonneg.mpr (not_lt.mp hneg))
    linarith
  apply Real.sqrt_lt_sqrt hqq
  simp only [add_dotProduct, dotProduct_add]
  rw [dotProduct_comm q w]
  linarith
```

For the decay, write \(s=s(l)\). Then
\[(b+l)\|s\|^2\le s\cdot(B+l)s=-s\cdot g\le\|s\|\,\|g\|.\]
Dividing by \(\|s\|\) when it is positive gives \(\|s\|\le\|g\|/(b+l)\); the case \(\|s\|=0\) is immediate.

```lean
/-- For symmetric `B` with lowest eigenvalue `b` and `l > -b`, the step length is at most `‖g‖ / (b + l)`. -/
theorem stepLength_le {B : Matrix n n ℝ} {b : ℝ} (hB : B.IsSymm)
    (hb : IsLowestEigenvalue B b) (g : n → ℝ) {l : ℝ} (hl : -b < l) :
    stepLength B g l ≤ euclidNorm g / (b + l) := by
  have hs := shifted_mulVec_step hB hb g hl
  have hpos : 0 < b + l := by linarith
  unfold stepLength
  generalize step B g l = s at hs ⊢
  have hr := shifted_rayleigh_bound hB hb l s
  rw [hs, dotProduct_neg] at hr
  have hcs := abs_dot_le s g
  have hnn : 0 ≤ s ⬝ᵥ s := Finset.sum_nonneg fun i _ => mul_self_nonneg (s i)
  have hsq : euclidNorm s * euclidNorm s = s ⬝ᵥ s := Real.mul_self_sqrt hnn
  have hN : 0 ≤ euclidNorm s := Real.sqrt_nonneg _
  rw [le_div_iff₀ hpos]
  rcases hN.eq_or_lt with h0 | h0
  · rw [← h0, zero_mul]
    exact Real.sqrt_nonneg _
  · -- `(b + l) ‖s‖² ≤ -s·g ≤ ‖s‖ ‖g‖`
    by_contra hcon
    have h3 := mul_pos h0 (sub_pos.mpr (not_le.mp hcon))
    rw [← hsq] at hr
    linarith [neg_le_abs (s ⬝ᵥ g)]
```

The length lies between zero and a bound that vanishes as \(l\to\infty\), so it tends to zero. In the statement, `StrictAntiOn` on `Set.Ioi (-b)` means strictly decreasing for \(l>-b\), and `Tendsto` expresses the limit.

```lean
/-- For symmetric `B` with lowest eigenvalue `b` and nonzero gradient, the level-shifted step
length is strictly decreasing on `l > -b` and tends to zero as `l → ∞`. -/
theorem stepLength_strictAntiOn_and_tendsto_zero {B : Matrix n n ℝ} {b : ℝ} (hB : B.IsSymm)
    (hb : IsLowestEigenvalue B b) {g : n → ℝ} (hg : g ≠ 0) :
    StrictAntiOn (stepLength B g) (Set.Ioi (-b)) ∧
      Tendsto (stepLength B g) atTop (𝓝 0) := by
  refine ⟨fun l₁ h1 l₂ _ h12 => stepLength_lt hB hb hg h1 h12, ?_⟩
  -- squeeze between `0` and `‖g‖ / (b + l)`
  have hden : Tendsto (fun l : ℝ => b + l) atTop atTop :=
    tendsto_atTop_add_const_left atTop b tendsto_id
  have hbound : Tendsto (fun l : ℝ => euclidNorm g / (b + l)) atTop (𝓝 0) :=
    tendsto_const_nhds.div_atTop hden
  have hnn : ∀ l, 0 ≤ stepLength B g l := fun l => Real.sqrt_nonneg _
  exact squeeze_zero' (Eventually.of_forall hnn)
    ((eventually_gt_atTop (-b)).mono fun l hl => stepLength_le hB hb g hl) hbound
```

## One shift for each trust radius

If \(Bv=bv\), symmetry of \(B\) gives \(v\cdot g=-v\cdot(B+l)s=-(b+l)\,v\cdot s\). By Cauchy–Schwarz, \(|v\cdot g|\le(b+l)\|v\|\,\|s\|\), so an overlapping gradient forces long steps near \(-b\).

```lean
/-- For symmetric `B` with lowest eigenvalue `b`: if `B v = b v` and `l > -b`, then `|v·g| ≤ (b + l) ‖v‖ ‖s(l)‖`. -/
theorem stepLength_ge {B : Matrix n n ℝ} {b : ℝ} (hB : B.IsSymm)
    (hb : IsLowestEigenvalue B b) (g : n → ℝ) {v : n → ℝ} (hv : B *ᵥ v = b • v)
    {l : ℝ} (hl : -b < l) :
    |v ⬝ᵥ g| ≤ (b + l) * (euclidNorm v * stepLength B g l) := by
  have hs := shifted_mulVec_step hB hb g hl
  have hpos : 0 < b + l := by linarith
  unfold stepLength
  generalize step B g l = s at hs ⊢
  -- project the Newton equation on `v`, moving `B` to the left by symmetry
  have h1 : v ⬝ᵥ (B *ᵥ s) = b * (v ⬝ᵥ s) := by
    rw [Matrix.dotProduct_mulVec, ← Matrix.mulVec_transpose, hB.eq, hv, smul_dotProduct,
      smul_eq_mul]
  have h2 : v ⬝ᵥ g = -((b + l) * (v ⬝ᵥ s)) := by
    have h3 := congrArg (fun y => v ⬝ᵥ y) hs
    simp only [shifted_mulVec, dotProduct_add, dotProduct_smul, dotProduct_neg, smul_eq_mul,
      h1] at h3
    linarith
  rw [h2, abs_neg, abs_mul, abs_of_pos hpos]
  exact mul_le_mul_of_nonneg_left (abs_dot_le v s) hpos.le
```

The adjugate formula \(s(l)=-\operatorname{adj}(B+l)\,g/\det(B+l)\) has polynomial entries over a determinant that is nonzero for \(l>-b\). The length is therefore continuous there.

```lean
/-- For symmetric `B` with lowest eigenvalue `b`, the step length is a continuous function of the shift on `l > -b`. -/
theorem stepLength_continuousOn {B : Matrix n n ℝ} {b : ℝ} (hB : B.IsSymm)
    (hb : IsLowestEigenvalue B b) (g : n → ℝ) :
    ContinuousOn (stepLength B g) (Set.Ioi (-b)) := by
  have hA : Continuous fun l : ℝ => shifted B l :=
    continuous_const.add (continuous_id.smul continuous_const)
  -- adjugate formula for the inverse
  have hform : ∀ l, step B g l
      = -(((shifted B l).det)⁻¹ • ((shifted B l).adjugate *ᵥ g)) := by
    intro l
    unfold step
    rw [Matrix.inv_def, Ring.inverse_eq_inv, Matrix.smul_mulVec]
  have hdet : ContinuousOn (fun l : ℝ => ((shifted B l).det)⁻¹) (Set.Ioi (-b)) :=
    hA.matrix_det.continuousOn.inv₀ fun l hl => shifted_det_ne_zero hB hb hl
  have hadj : Continuous fun l : ℝ => (shifted B l).adjugate *ᵥ g :=
    hA.matrix_adjugate.matrix_mulVec continuous_const
  have hs : ContinuousOn (step B g) (Set.Ioi (-b)) := by
    have he : step B g
        = fun l => -(((shifted B l).det)⁻¹ • ((shifted B l).adjugate *ᵥ g)) := funext hform
    rw [he]
    exact (hdet.smul hadj.continuousOn).neg
  have hN : Continuous fun x : n → ℝ => euclidNorm x := by
    unfold euclidNorm dotProduct
    fun_prop
  exact hN.comp_continuousOn hs
```

Let \(v\cdot g\ne0\) and \(\Delta>0\). Choose \(l_0=-b+\varepsilon\) with \(\varepsilon=|v\cdot g|/(\|v\|\Delta+1)\). If \(\|s(l_0)\|<\Delta\), the previous bound would give \(|v\cdot g|\le\varepsilon\|v\|\Delta<|v\cdot g|\), a contradiction. The limit supplies \(l_1\ge l_0\) with \(\|s(l_1)\|<\Delta\). The intermediate value theorem then gives a shift whose step has length exactly \(\Delta\), and strict monotonicity makes it unique.

The overlap condition excludes the "hard case", in which \(g\) is orthogonal to the whole lowest eigenspace and the step length stays bounded near \(-b\).

```lean
/-- For symmetric `B` with lowest eigenvalue `b`: if the gradient overlaps a vector `v` with `B v = b v`, then for every trust radius `Δ > 0`
there is exactly one shift `l > -b` whose step has length `Δ`. -/
theorem existsUnique_shift {B : Matrix n n ℝ} {b : ℝ} (hB : B.IsSymm)
    (hb : IsLowestEigenvalue B b) {g v : n → ℝ} (hv : B *ᵥ v = b • v) (hvg : v ⬝ᵥ g ≠ 0)
    {Δ : ℝ} (hΔ : 0 < Δ) : ∃! l : ℝ, -b < l ∧ stepLength B g l = Δ := by
  have hg : g ≠ 0 := by
    intro h
    exact hvg (by rw [h, dotProduct_zero])
  obtain ⟨hanti, hlim⟩ := stepLength_strictAntiOn_and_tendsto_zero hB hb hg
  -- close to `-b` the step is at least as long as `Δ`
  obtain ⟨l₀, h0, hL0⟩ : ∃ l₀ : ℝ, -b < l₀ ∧ Δ ≤ stepLength B g l₀ := by
    have hc : 0 < |v ⬝ᵥ g| := abs_pos.mpr hvg
    have hK : 0 ≤ euclidNorm v := Real.sqrt_nonneg _
    have hden : 0 < euclidNorm v * Δ + 1 := by
      have := mul_nonneg hK hΔ.le
      linarith
    have hne := hden.ne'
    obtain ⟨ε, hε, hεc⟩ : ∃ ε : ℝ, 0 < ε ∧ ε * (euclidNorm v * Δ + 1) = |v ⬝ᵥ g| := by
      refine ⟨|v ⬝ᵥ g| / (euclidNorm v * Δ + 1), div_pos hc hden, ?_⟩
      exact div_mul_cancel₀ _ hne
    have hlt : -b < -b + ε := by linarith
    refine ⟨-b + ε, hlt, ?_⟩
    have h := stepLength_ge hB hb g hv hlt
    have e : b + (-b + ε) = ε := by ring
    rw [e] at h
    by_contra hcon
    have h2 := mul_nonneg hε.le (mul_nonneg hK (sub_pos.mpr (not_le.mp hcon)).le)
    linarith
  -- for a large shift it is shorter than `Δ`
  obtain ⟨l₁, hL1, h01⟩ :=
    (((tendsto_order.1 hlim).2 Δ hΔ).and (eventually_ge_atTop l₀)).exists
  have hcont : ContinuousOn (stepLength B g) (Set.Icc l₀ l₁) :=
    (stepLength_continuousOn hB hb g).mono fun x hx => lt_of_lt_of_le h0 hx.1
  have hmem : Δ ∈ Set.Icc (stepLength B g l₁) (stepLength B g l₀) := ⟨hL1.le, hL0⟩
  obtain ⟨l, hl, hlΔ⟩ := intermediate_value_Icc' h01 hcont hmem
  have hl' : -b < l := lt_of_lt_of_le h0 hl.1
  refine ⟨l, ⟨hl', hlΔ⟩, ?_⟩
  rintro m ⟨hm, hmΔ⟩
  exact hanti.injOn (Set.mem_Ioi.mpr hm) (Set.mem_Ioi.mpr hl') (hmΔ.trans hlΔ.symm)
```

## An indefinite Hessian with two parameters

Take diagonal entries 1 and coupling 2. This Hessian is indefinite, as can happen near a saddle point.

```lean
/-- A two-dimensional model Hessian with diagonal entries `1` and coupling `2`. -/
def modelHessian : Matrix (Fin 2) (Fin 2) ℝ := !![1, 2; 2, 1]
```

The eigenvalues are \(-1\) and \(3\), so \(B+l\) is positive definite exactly when \(l>1\). With \(g=(1,0)\),
\[s(l)=\frac{(-(1+l),\,2)}{(1+l)^2-4}.\]
At \(l=2\) the step is \((-3/5,\,2/5)\), of length \(\sqrt{13}/5\approx0.721\); at \(l=3\) it is \((-1/3,\,1/6)\), of length \(\sqrt5/6\approx0.373\). The normalised lowest eigenvector \((1,-1)/\sqrt2\) has overlap \(1/\sqrt2\) with \(g\), so at \(l=2\) the two bounds read \(0.707\le0.721\le1\).

The last theorem confirms that this example meets the hypotheses. For \(\mu<-1\), the eigenvalue equations imply \(((1-\mu)^2-4)v_i=0\) for both components; the factor is positive, so \(v=0\).

```lean
/-- The model Hessian is symmetric with lowest eigenvalue `-1` and eigenvector `(1, -1)`, which
overlaps the gradient `(1, 0)`. -/
theorem modelHessian_witness :
    modelHessian.IsSymm ∧ IsLowestEigenvalue modelHessian (-1) ∧
      modelHessian *ᵥ ![1, -1] = (-1 : ℝ) • ![1, -1] ∧
      (![1, -1] : Fin 2 → ℝ) ⬝ᵥ ![1, 0] ≠ 0 := by
  have hv : modelHessian *ᵥ ![1, -1] = (-1 : ℝ) • ![1, -1] := by
    ext i
    fin_cases i <;> simp [modelHessian, mulVec, dotProduct, Fin.sum_univ_two] <;> norm_num
  have key : ∀ v : Fin 2 → ℝ, (modelHessian *ᵥ v) 0 = v 0 + 2 * v 1 ∧
      (modelHessian *ᵥ v) 1 = 2 * v 0 + v 1 := by
    intro v
    constructor
    · show ∑ j, modelHessian 0 j * v j = _
      rw [Fin.sum_univ_two]
      simp [modelHessian]
    · show ∑ j, modelHessian 1 j * v j = _
      rw [Fin.sum_univ_two]
      simp [modelHessian]
  refine ⟨?_, ⟨⟨![1, -1], ?_, hv⟩, ?_⟩, hv, ?_⟩
  · show modelHessianᵀ = modelHessian
    ext i j
    fin_cases i <;> fin_cases j <;> simp [modelHessian]
  · intro h
    have h0 := congrFun h 0
    simp at h0
  · -- below `-1` the secular determinant `(1 - μ)² - 4` is positive
    intro μ v hv0 h
    by_contra hcon
    have hμ : μ < -1 := not_le.mp hcon
    have h0 := congrFun h 0
    have h1 := congrFun h 1
    rw [(key v).1, Pi.smul_apply, smul_eq_mul] at h0
    rw [(key v).2, Pi.smul_apply, smul_eq_mul] at h1
    have hpos : 0 < (1 - μ) ^ 2 - 4 := by
      nlinarith [mul_pos (by linarith : 0 < -1 - μ) (by linarith : 0 < 3 - μ)]
    have e0 : ((1 - μ) ^ 2 - 4) * v 0 = 0 := by linear_combination (1 - μ) * h0 - 2 * h1
    have e1 : ((1 - μ) ^ 2 - 4) * v 1 = 0 := by linear_combination (1 - μ) * h1 - 2 * h0
    have z0 : v 0 = 0 := (mul_eq_zero.mp e0).resolve_left hpos.ne'
    have z1 : v 1 = 0 := (mul_eq_zero.mp e1).resolve_left hpos.ne'
    apply hv0
    ext i
    fin_cases i
    · simpa using z0
    · simpa using z1
  · simp [dotProduct, Fin.sum_univ_two]

end

end LevelShiftedStep
```

```lean
#print axioms LevelShiftedStep.stepLength_strictAntiOn_and_tendsto_zero
-- 'LevelShiftedStep.stepLength_strictAntiOn_and_tendsto_zero' depends on axioms: [propext, Classical.choice, Quot.sound]
#print axioms LevelShiftedStep.existsUnique_shift
-- 'LevelShiftedStep.existsUnique_shift' depends on axioms: [propext, Classical.choice, Quot.sound]
```
